# With positive weights, the quadratic form of the Fermi response at fixed total occupation is a minimal weighted spread and vanishes only on uniform level shifts

Take finitely many levels, at least one, with thermal weights $d_i > 0$ and total weight $s = \sum_i d_i$. When the chemical potential is adjusted to keep the sum of the Fermi occupations fixed, the response matrix, minus the derivative of the occupations with respect to the level energies, is $C = \mathrm{diag}(d) - d\,d^T/s$, and for every real vector $v$ of level shifts

$$v^T C v = \min_{m \in \mathbb{R}} \sum_i d_i (v_i - m)^2 .$$

So $C$ should annihilate the constant vectors and nothing else, while the response at fixed chemical potential, $\mathrm{diag}(d)$, should be positive definite. The subtracted term is the movement of the Fermi level. I can see why this is plausible, but I would like a rigorous version that a machine has checked, including the link between the weights and the Fermi function. Can this be done in Lean?

## The Fermi shift as a weighted mean

Yes. The minimum formula, the description of the kernel and the positive definiteness hold for every nonempty finite set of levels with positive weights. The Lean file further down proves them, together with the link between the weights and the Fermi function. It also shows that the minimum is attained at a single point, the weighted mean of the shifts. That this mean is the movement of the Fermi level at fixed particle number is derived informally here. Throughout, "fixed particle number", and "canonical" in the Lean names, mean that the chemical potential is adjusted to keep the sum of the Fermi occupations fixed. In the canonical ensemble, where the particle number does not fluctuate at all, the mean occupations are in general not given by the Fermi function, and the response matrix is in general a different one.

Start with the weights. At inverse temperature $\beta > 0$ and chemical potential $\mu$, a level of energy $x$ has occupation

$$f(x) = \frac{1}{E + 1}, \qquad E = e^{\beta(x-\mu)} .$$

Since $dE/dx = \beta E$ and $1 - f = E/(E+1)$,

$$-f'(x) = \frac{\beta E}{(E+1)^2} = \beta f (1-f) > 0 .$$

Let $d_i$ be this weight for level $i$. Now shift the level energies by small amounts $v_i$ and the chemical potential by $\delta\mu$. The occupation depends only on the difference between energy and chemical potential, so to first order

$$\delta f_i = -d_i (v_i - \delta\mu) .$$

At fixed chemical potential $\delta\mu = 0$, and the response is $-\mathrm{diag}(d)\,v$. At fixed particle number the changes $\delta f_i$ must sum to zero, which gives

$$\delta\mu = \bar v := \frac{1}{s}\sum_i d_i v_i .$$

The matrix $C$ contains exactly this correction. Because $(d\,d^T v)_i = d_i \sum_j d_j v_j = d_i\, s\, \bar v$,

$$(Cv)_i = d_i v_i - d_i \bar v = d_i (v_i - \bar v) .$$

Hence $Cv = -\delta f$: with this sign convention, both response matrices are minus the derivative of the occupations with respect to the level energies.

## Completing the square

For any real $m$, expanding the spread about $m$ gives

$$\sum_i d_i (v_i - m)^2 = \sum_i d_i v_i^2 - 2 m s \bar v + m^2 s .$$

The formula for $Cv$ gives

$$v^T C v = \sum_i v_i d_i (v_i - \bar v) = \sum_i d_i v_i^2 - s \bar v^2 .$$

Subtracting the second line from the first leaves $s m^2 - 2 s m \bar v + s \bar v^2$, so

$$\sum_i d_i (v_i - m)^2 = v^T C v + s (m - \bar v)^2 .$$

Since $s > 0$, the last term is nonnegative and vanishes only at $m = \bar v$. This proves the minimum formula and the uniqueness of the minimizer.

For the kernel, suppose $Cv = 0$. Then $d_i (v_i - \bar v) = 0$ for every $i$, and since $d_i \neq 0$, every $v_i$ equals $\bar v$. Conversely, if all $v_i$ equal a constant $c$, then $\bar v = c$ and $Cv = 0$: the Fermi level follows the levels and no occupation changes.

Setting $m = \bar v$ in the decomposition gives $v^T C v = \sum_i d_i (v_i - \bar v)^2$. If $v$ is not constant, some $v_i$ differs from $\bar v$ and the sum is strictly positive. Finally, $v^T \mathrm{diag}(d)\, v = \sum_i d_i v_i^2$ is strictly positive for every $v \neq 0$, constant vectors included.

In physical terms, a uniform potential shift changes no occupation at fixed particle number, whereas at fixed chemical potential a nonzero uniform shift changes every occupation.

## The Lean file

```lean
import Mathlib

open Matrix

namespace FermiShiftResponse

noncomputable section

/-- The Fermi occupation of a level of energy `x` at inverse temperature `β` and chemical
potential `μ`. -/
def fermi (β μ x : ℝ) : ℝ := (Real.exp (β * (x - μ)) + 1)⁻¹

/-- The thermal weight `β f (1 - f)` of a level of energy `x`. -/
def thermalWeight (β μ x : ℝ) : ℝ := β * fermi β μ x * (1 - fermi β μ x)

/-- The thermal weight is minus the energy derivative of the Fermi occupation, and it is positive
at positive inverse temperature. -/
theorem fermi_response {β : ℝ} (hβ : 0 < β) (μ x : ℝ) :
    HasDerivAt (fermi β μ) (-thermalWeight β μ x) x ∧ 0 < thermalWeight β μ x := by
  have hE : 0 < Real.exp (β * (x - μ)) := Real.exp_pos _
  have hne : Real.exp (β * (x - μ)) + 1 ≠ 0 := by positivity
  -- the hole occupation
  have key : 1 - (Real.exp (β * (x - μ)) + 1)⁻¹
      = Real.exp (β * (x - μ)) * (Real.exp (β * (x - μ)) + 1)⁻¹ := by
    have h := mul_inv_cancel₀ hne
    linear_combination -h
  have h1 : HasDerivAt (fun y => Real.exp (β * (y - μ)) + 1)
      (Real.exp (β * (x - μ)) * β) x :=
    ((((hasDerivAt_id' x).sub_const μ).const_mul β).exp.add_const (1 : ℝ)).congr_deriv (by ring)
  constructor
  · refine (h1.inv hne).congr_deriv ?_
    unfold thermalWeight fermi
    rw [key, div_eq_mul_inv, ← inv_pow]
    ring
  · unfold thermalWeight fermi
    rw [key]
    positivity

variable {ι : Type*} [Fintype ι] [DecidableEq ι]

/-- The Fermi shift caused by level shifts `v`: their mean with weights `d`, for weights of
nonzero sum. -/
def fermiShift (d v : ι → ℝ) : ℝ := (∑ i, d i * v i) / ∑ i, d i

/-- The grand-canonical response `diag(d)`, at fixed chemical potential. -/
def grandResponse (d : ι → ℝ) : Matrix ι ι ℝ := diagonal d

/-- The canonical response `diag(d) - d dᵀ / s`, at fixed particle number, for weights of nonzero
sum `s`. -/
def canonicalResponse (d : ι → ℝ) : Matrix ι ι ℝ :=
  diagonal d - (∑ i, d i)⁻¹ • vecMulVec d d

/-- The canonical response acts on each level through its energy shift measured from the
Fermi shift. -/
theorem canonicalResponse_mulVec (d v : ι → ℝ) (i : ι) :
    (canonicalResponse d *ᵥ v) i = d i * (v i - fermiShift d v) := by
  have h : (vecMulVec d d *ᵥ v) i = d i * ∑ j, d j * v j := by
    simp only [Matrix.mulVec, dotProduct, Matrix.vecMulVec_apply, Finset.mul_sum, mul_assoc]
  rw [canonicalResponse, Matrix.sub_mulVec, Matrix.smul_mulVec, Pi.sub_apply,
    Matrix.mulVec_diagonal, Pi.smul_apply, smul_eq_mul, h]
  unfold fermiShift
  ring

/-- The canonical response conserves the particle number: the occupation changes sum to zero. -/
theorem canonicalResponse_conserves {d : ι → ℝ} (hs : ∑ i, d i ≠ 0) (v : ι → ℝ) :
    ∑ i, (canonicalResponse d *ᵥ v) i = 0 := by
  have h : ∑ i, d i * v i = (∑ i, d i) * fermiShift d v := by
    unfold fermiShift
    field_simp
  simp only [canonicalResponse_mulVec, mul_sub, Finset.sum_sub_distrib]
  rw [← Finset.sum_mul, h, sub_self]

/-- The weighted spread of the level shifts about any `m` is the canonical quadratic form plus
the total weight times the squared distance of `m` from the Fermi shift. -/
theorem spread_decomposition {d : ι → ℝ} (hs : ∑ i, d i ≠ 0) (v : ι → ℝ) (m : ℝ) :
    ∑ i, d i * (v i - m) ^ 2
      = v ⬝ᵥ canonicalResponse d *ᵥ v + (∑ i, d i) * (m - fermiShift d v) ^ 2 := by
  have h : ∑ i, d i * v i = (∑ i, d i) * fermiShift d v := by
    unfold fermiShift
    field_simp
  -- expand both quadratic expressions in the moments of `v`
  have e1 : ∑ i, d i * (v i - m) ^ 2
      = ∑ i, d i * v i ^ 2 - 2 * m * ∑ i, d i * v i + m ^ 2 * ∑ i, d i := by
    rw [Finset.mul_sum, Finset.mul_sum, ← Finset.sum_sub_distrib, ← Finset.sum_add_distrib]
    exact Finset.sum_congr rfl fun i _ => by ring
  have e2 : v ⬝ᵥ canonicalResponse d *ᵥ v
      = ∑ i, d i * v i ^ 2 - fermiShift d v * ∑ i, d i * v i := by
    simp only [dotProduct, canonicalResponse_mulVec]
    rw [Finset.mul_sum, ← Finset.sum_sub_distrib]
    exact Finset.sum_congr rfl fun i _ => by ring
  rw [e1, e2]
  linear_combination (-2 * m + fermiShift d v) * h

/-- The canonical quadratic form is the minimum over `m` of the weighted spread of the level
shifts about `m`, and the Fermi shift is the only minimizer. -/
theorem canonical_form_isLeast [Nonempty ι] {d : ι → ℝ} (hd : ∀ i, 0 < d i) (v : ι → ℝ) :
    IsLeast (Set.range fun m : ℝ => ∑ i, d i * (v i - m) ^ 2)
        (v ⬝ᵥ canonicalResponse d *ᵥ v) ∧
      ∀ m : ℝ, ∑ i, d i * (v i - m) ^ 2 = v ⬝ᵥ canonicalResponse d *ᵥ v ↔
        m = fermiShift d v := by
  have hs : 0 < ∑ i, d i := Finset.sum_pos (fun i _ => hd i) Finset.univ_nonempty
  have hmin : ∀ m : ℝ, ∑ i, d i * (v i - m) ^ 2 = v ⬝ᵥ canonicalResponse d *ᵥ v ↔
      m = fermiShift d v := by
    intro m
    rw [spread_decomposition hs.ne' v m, add_eq_left, mul_eq_zero, or_iff_right hs.ne',
      pow_eq_zero_iff two_ne_zero, sub_eq_zero]
  refine ⟨⟨⟨fermiShift d v, (hmin _).2 rfl⟩, ?_⟩, hmin⟩
  rintro _ ⟨m, rfl⟩
  dsimp only
  rw [spread_decomposition hs.ne' v m]
  exact le_add_of_nonneg_right (mul_nonneg hs.le (sq_nonneg _))

/-- The canonical response vanishes exactly on uniform shifts of all levels. -/
theorem canonical_kernel {d : ι → ℝ} (hd : ∀ i, 0 < d i) (v : ι → ℝ) :
    canonicalResponse d *ᵥ v = 0 ↔ ∃ c : ℝ, v = fun _ => c := by
  constructor
  · intro h
    refine ⟨fermiShift d v, funext fun i => ?_⟩
    have hi := congrFun h i
    rw [canonicalResponse_mulVec, Pi.zero_apply] at hi
    exact sub_eq_zero.mp ((mul_eq_zero.mp hi).resolve_left (hd i).ne')
  · rintro ⟨c, rfl⟩
    funext i
    have hs : 0 < ∑ j, d j := Finset.sum_pos (fun j _ => hd j) ⟨i, Finset.mem_univ i⟩
    -- the Fermi level follows a uniform shift
    have hc : fermiShift d (fun _ => c) = c := by
      unfold fermiShift
      rw [← Finset.sum_mul]
      exact mul_div_cancel_left₀ c hs.ne'
    rw [canonicalResponse_mulVec, hc, sub_self, mul_zero, Pi.zero_apply]

/-- The canonical quadratic form is strictly positive exactly when the level shifts are not
uniform. -/
theorem canonical_form_pos_iff {d : ι → ℝ} (hd : ∀ i, 0 < d i) (v : ι → ℝ) :
    0 < v ⬝ᵥ canonicalResponse d *ᵥ v ↔ ¬ ∃ c : ℝ, v = fun _ => c := by
  constructor
  · intro h hc
    rw [(canonical_kernel hd v).2 hc, dotProduct_zero] at h
    exact lt_irrefl _ h
  · intro h
    -- some level moves relative to the Fermi shift
    obtain ⟨i, hi⟩ : ∃ i, v i ≠ fermiShift d v := by
      by_contra hn
      exact h ⟨fermiShift d v, funext fun i => not_not.mp fun hi => hn ⟨i, hi⟩⟩
    have : Nonempty ι := ⟨i⟩
    rw [← ((canonical_form_isLeast hd v).2 (fermiShift d v)).2 rfl]
    refine Finset.sum_pos' (fun j _ => mul_nonneg (hd j).le (sq_nonneg _))
      ⟨i, Finset.mem_univ i, mul_pos (hd i) ?_⟩
    exact lt_of_le_of_ne (sq_nonneg _) (pow_ne_zero 2 (sub_ne_zero.mpr hi)).symm

/-- The grand-canonical response is positive definite. -/
theorem grandResponse_posDef {d : ι → ℝ} (hd : ∀ i, 0 < d i) : (grandResponse d).PosDef := by
  refine Matrix.posDef_iff_dotProduct_mulVec.mpr ⟨Matrix.isHermitian_diagonal d, ?_⟩
  intro x hx
  obtain ⟨i, hi⟩ := Function.ne_iff.mp hx
  have e : star x ⬝ᵥ grandResponse d *ᵥ x = ∑ j, d j * x j ^ 2 := by
    simp only [grandResponse, dotProduct, Matrix.mulVec_diagonal, Pi.star_apply, star_trivial]
    exact Finset.sum_congr rfl fun j _ => by ring
  rw [e]
  refine Finset.sum_pos' (fun j _ => mul_nonneg (hd j).le (sq_nonneg _))
    ⟨i, Finset.mem_univ i, mul_pos (hd i) ?_⟩
  exact lt_of_le_of_ne (sq_nonneg _) (pow_ne_zero 2 hi).symm

end

end FermiShiftResponse
```

```lean
#print axioms FermiShiftResponse.canonicalResponse_conserves
-- 'FermiShiftResponse.canonicalResponse_conserves' depends on axioms: [propext, Classical.choice, Quot.sound]
#print axioms FermiShiftResponse.canonical_form_isLeast
-- 'FermiShiftResponse.canonical_form_isLeast' depends on axioms: [propext, Classical.choice, Quot.sound]
#print axioms FermiShiftResponse.canonical_form_pos_iff
-- 'FermiShiftResponse.canonical_form_pos_iff' depends on axioms: [propext, Classical.choice, Quot.sound]
#print axioms FermiShiftResponse.grandResponse_posDef
-- 'FermiShiftResponse.grandResponse_posDef' depends on axioms: [propext, Classical.choice, Quot.sound]
```

## What the theorems say about the levels

The levels are indexed by a finite type `ι`. The weights `d` and the shifts `v` are functions `ι → ℝ`, that is, real vectors. The number $\bar v$ is `fermiShift d v`, the matrix $C$ is `canonicalResponse d`, and $\mathrm{diag}(d)$ is `grandResponse d`. In the notation, `vecMulVec d d` is the outer product $d\,d^T$, `*ᵥ` applies a matrix to a vector, and `⬝ᵥ` is the dot product, so `v ⬝ᵥ canonicalResponse d *ᵥ v` reads $v^T C v$.

- `fermi_response` says that for $\beta > 0$ the Fermi function has derivative $-\beta f(1-f)$ at every energy, and that the weight $\beta f(1-f)$ is positive.
- `canonicalResponse_mulVec` is the formula $(Cv)_i = d_i(v_i - \bar v)$.
- `canonicalResponse_conserves` says that the entries of $Cv$ sum to zero. It needs only a nonzero total weight.
- `spread_decomposition` is the completed square, under the same weak hypothesis.
- `canonical_form_isLeast` has two parts. `IsLeast` applied to the range of $m \mapsto \sum_i d_i (v_i - m)^2$ says that $v^T C v$ is one of the values of this function and a lower bound for all of them, which is what a minimum is. The second part says that $m$ attains this value if and only if $m = \bar v$.
- `canonical_kernel` says that $Cv = 0$ if and only if $v$ is a constant function.
- `canonical_form_pos_iff` says that $v^T C v > 0$ if and only if $v$ is not constant.
- `grandResponse_posDef` uses Mathlib's `PosDef`, which means that the matrix is Hermitian and its quadratic form is positive on every nonzero vector.

The matrix theorems from `canonical_form_isLeast` onwards assume `∀ i, 0 < d i`. Physically, this says that raising any single level at fixed chemical potential lowers its occupation. For Fermi occupations at positive temperature, `fermi_response` supplies this condition when `d i` is taken to be `thermalWeight β μ` at the energy of level `i`. The matrix theorems themselves accept any positive weights.

The Fermi shift enters the file as a definition, the weighted mean. The file shows that the response built with it conserves particle number; it does not construct the chemical potential as a differentiable function of the level energies at fixed particle number. The model also leaves out the change of the orbitals, the interaction between electrons and the zero-temperature limit.

## How the proofs follow the algebra

In `fermi_response`, the step `key` is the identity $1 - f = E f$. The derivative of $E + 1$ comes from the chain rule, the rule for inverses turns it into the derivative of $f$, and `ring` matches the result to $-\beta f(1-f)$. After rewriting with `key`, the weight is a product of positive factors, and `positivity` finishes.

The proof of `canonicalResponse_mulVec` first computes the outer-product term, $(d\,d^T v)_i = d_i \sum_j d_j v_j$, and then splits $C$ into its two parts. The next two proofs both start from $\sum_i d_i v_i = s \bar v$, named `h`, which is the definition of the mean multiplied through by $s$. Particle conservation follows by summing $d_i v_i - d_i \bar v$.

In `spread_decomposition`, `e1` and `e2` are the two expansions made by hand, with $\sum_i d_i v_i$ not yet replaced by $s \bar v$. What remains is an identity that holds once `h` is used, and `linear_combination` states how: the two sides differ by $(-2m + \bar v)$ times the difference of the two sides of `h`.

For `canonical_form_isLeast`, the decomposition reduces equality with the minimum to $s(m - \bar v)^2 = 0$. Since $s \neq 0$, this means $m = \bar v$, which is `hmin`. Applied at $m = \bar v$, it shows that the value is attained, and the nonnegativity of $s(m - \bar v)^2$ gives the lower bound.

The proof of `canonical_kernel` reads $Cv = 0$ entry by entry and cancels $d_i$; in the other direction it computes that the mean of a constant is that constant. For `canonical_form_pos_iff`, the kernel theorem shows that constant shifts give the value zero. For a nonconstant shift, the proof picks a level with $v_i \neq \bar v$, rewrites the form as the spread about $\bar v$, and applies `Finset.sum_pos'`: a sum of nonnegative terms with one positive term is positive. The same argument, with $v_i \neq 0$ in place of $v_i \neq \bar v$, proves `grandResponse_posDef`.

## The same step in a program

In a finite-temperature response calculation, a perturbation $\delta V$ shifts the level energies to first order by its diagonal matrix elements, $v_i = \langle \psi_i | \delta V | \psi_i \rangle$, where the orbitals $\psi_i$ are chosen to diagonalise $\delta V$ within any degenerate group. The occupation changes then take three lines of NumPy:

```python
d = w * beta * f * (1 - f)
dmu = (d @ v) / d.sum()
dn = -d * (v - dmu)
```

Here `f` holds the Fermi occupations, between 0 and 1, and `w` the positive weights of the levels, such as k-point weights times spin degeneracy. Where one weight stands for several states related by spin or crystal symmetry, $\delta V$ must shift all of them equally; otherwise they have to be listed as separate levels. The array `dn` holds the changes of the weighted occupations, equal to $-Cv$, and its sum is zero up to rounding. The matrix $C$ never has to be stored, and the cost is linear in the number of levels.

Two situations need care. In a gapped system at low temperature, `1 - f` loses its significant digits for nearly full levels, which can make `dmu` inaccurate even when `d.sum()` is nonzero. All the weights can also become zero in floating point, and the division by `d.sum()` then has to be guarded. The first line of the program is specific to Fermi occupations: for another smearing scheme, `d` must be `w` times minus the energy derivative of that scheme's occupation function. If this function is not monotone in energy, some weights can be negative. The completed square still holds for these if the total weight is nonzero, and it still gives a minimum if the total weight is positive. But $v^T C v$ can then be negative: for $d = (2, -1)$ it equals $-2(v_1 - v_2)^2$. If the total weight is negative, the weighted mean gives a maximum instead.
